# The stretching G determinant of a star molecule reduces to a 3×3 determinant

When one bond of SF₆ stretches, the sulfur atom recoils along the axis of that bond, and to first order its motion changes the length of the opposite bond. Opposite stretches are therefore coupled through the kinetic energy even if no force couples them. The Wilson G matrix of the bond stretches records this coupling. For a central atom with $n$ ligands it is an $n\times n$ matrix, but the coupling passes through a single atom moving in three dimensions. Can its determinant then be reduced to a 3×3 one, whatever the value of $n$?

Let the central atom have mass $M>0$, and let ligand $i$ have mass $m_i>0$ and lie along the unit vector $e_i$ from the centre. With

$$T=\sum_i m_i\,e_ie_i^{\mathsf T},$$

a 3×3 matrix, the answer is

$$\det G=\frac{\det\left(1+T/M\right)}{\prod_i m_i}.$$

In a harmonic model whose force field acts on the stretches alone, with force-constant matrix $F$, the product of the squared angular frequencies of the $n$ stretching modes is $\det G\,\det F$, so this formula gives its entire dependence on the masses.

## From bond lengths to the determinant

**Wilson vectors.** Let the atoms have velocities $u_a$, with $u_{\rm c}$ for the centre, and let bond $i$ have initial length $l>0$. Put $d=u_i-u_{\rm c}$. After time $t$ the squared length is

$$|l e_i+t d|^2=l^2+2lt\,e_i\cdot d+t^2|d|^2 .$$

The derivative of its square root at $t=0$ is $2l\,e_i\cdot d/(2l)=e_i\cdot u_i-e_i\cdot u_{\rm c}$. The Wilson vector $B_{ia}$ is the coefficient of $u_a$: it is $-e_i$ on the centre, $e_i$ on ligand $i$, and zero on the other ligands.

**Entries of G.** Let $p_i$ be the momentum conjugate to stretch $i$, and let the momenta conjugate to all other coordinates vanish. Atom $a$ then carries momentum $\sum_i p_iB_{ia}$. The kinetic energy is then $\tfrac12\sum_{ij}p_iG_{ij}p_j$, where $G_{ij}$ is the sum of $B_{ia}\cdot B_{ja}$ divided by the mass of atom $a$, taken over all atoms. The centre contributes $e_i\cdot e_j/M$. Ligand $k$ contributes only if $i=j=k$, and then gives $|e_i|^2/m_i=1/m_i$. Hence

$$G_{ij}=\frac{\delta_{ij}}{m_i}+\frac{e_i\cdot e_j}{M}.$$

**Reduction to three dimensions.** Let $D=\mathrm{diag}(m_i)$, and let $E$ be the $n\times3$ matrix with rows $e_i^{\mathsf T}$. Multiplying row $i$ of $G$ by $m_i$ gives

$$DG=1+AB,\qquad A=DE,\quad B=E^{\mathsf T}/M .$$

The block matrix $\begin{pmatrix}1&-A\\B&1\end{pmatrix}$ has determinant $\det(1+BA)$ if the first block is eliminated and $\det(1+AB)$ if the second is, so the two are equal. Since $BA=E^{\mathsf T}DE/M=T/M$,

$$\Big(\prod_i m_i\Big)\det G=\det(1+T/M),$$

which is the claim. Multiplying by $M^3$ moves the factor $M$ into each of the three rows:

$$M^3\Big(\prod_i m_i\Big)\det G=\det(M\,1+T).$$

**Positivity.** For real $x$,

$$x^{\mathsf T}Gx=\sum_i\frac{x_i^2}{m_i}+\frac1M\Big|\sum_i x_ie_i\Big|^2 .$$

If $x\neq0$, the first sum is positive and the second term is non-negative. Thus $G$ is invertible, whatever the number and directions of the bonds.

**Three geometries.** For a triatomic molecule with ligands numbered 0 and 1 and bond angle $\theta$,

$$\det G=\Big(\frac1{m_0}+\frac1M\Big)\Big(\frac1{m_1}+\frac1M\Big)-\frac{\cos^2\theta}{M^2}
=\frac{M(M+m_0+m_1)+m_0m_1\sin^2\theta}{M^2m_0m_1}.$$

If $T=c\,1$, taking the trace gives $\sum_i m_i=3c$, because each $e_ie_i^{\mathsf T}$ has trace 1. Then $\det(M\,1+T)=(M+c)^3$ and

$$\det G=\frac{\left(M+\tfrac13\sum_i m_i\right)^3}{M^3\prod_i m_i}.$$

For an octahedron with six ligands of mass $\mu$, each axis carries two bonds, so $T=2\mu\,1$ and $\det G=(M+2\mu)^3/(M^3\mu^6)$.

## Atoms, Wilson vectors and G in Lean

The ligands are labelled by an arbitrary finite type `n`.

```lean
import Mathlib

open Matrix

namespace StarMoleculeG

noncomputable section

variable {n : Type*} [Fintype n] [DecidableEq n]
```

The atoms form the type `Option n`: `none` is the centre and `some k` is ligand `k`. The central mass $M$ is called `m0` in the code; it is distinct from `m 0`, the mass of ligand 0.

```lean
/-- Masses of the atoms of a star molecule: `none` is the centre, `some k` the ligand `k`. -/
def atomMass (m0 : ℝ) (m : n → ℝ) : Option n → ℝ
  | none => m0
  | some k => m k
```

The Wilson vectors follow the convention that $e_i$ points outward from the centre.

```lean
/-- Wilson vector of the stretch of bond `i` on each atom: `-e i` on the centre, `e i` on
ligand `i`, and zero on the other ligands. -/
def stretchB (e : n → Fin 3 → ℝ) (i : n) : Option n → Fin 3 → ℝ
  | none => -e i
  | some k => (if k = i then (1 : ℝ) else 0) • e i
```

The matrix is defined by the sum over atoms, so its entries remain to be computed. The kinetic-energy argument for this sum is the physical reason for the definition and is not part of the formal development.

```lean
/-- The Wilson G matrix of the bond stretches: the sum over all atoms of the products of
Wilson vectors divided by the atomic mass. -/
def wilsonG (m0 : ℝ) (m : n → ℝ) (e : n → Fin 3 → ℝ) : Matrix n n ℝ :=
  Matrix.of fun i j => ∑ a, (stretchB e i a ⬝ᵥ stretchB e j a) / atomMass m0 m a
```

`Matrix.vecMulVec (e i) (e i)` is the outer product $e_ie_i^{\mathsf T}$, and `ligandTensor` is $T$.

```lean
/-- The mass-weighted tensor `∑ m_i e_i e_iᵀ` of the bond directions. -/
def ligandTensor (m : n → ℝ) (e : n → Fin 3 → ℝ) : Matrix (Fin 3) (Fin 3) ℝ :=
  ∑ i, m i • Matrix.vecMulVec (e i) (e i)
```

## The rate of change of a bond length

The first theorem ties `stretchB` to geometry: for any velocities `u`, the length of bond `i` has derivative $\sum_a B_{ia}\cdot u_a$ at time 0. The hypothesis `he` says that the bond directions are unit vectors. The length `l` is arbitrary but positive, so different bonds may have different lengths, and none of them enters $G$.

```lean
/-- When the atoms move with velocities `u`, the length of bond `i`, initially `l`, has at time 0
the rate of change given by the Wilson vectors. -/
theorem hasDerivAt_bondLength {e : n → Fin 3 → ℝ} (he : ∀ i, e i ⬝ᵥ e i = 1)
    {l : ℝ} (hl : 0 < l) (u : Option n → Fin 3 → ℝ) (i : n) :
    HasDerivAt (fun t : ℝ => √((l • e i + t • (u (some i) - u none)) ⬝ᵥ
      (l • e i + t • (u (some i) - u none)))) (∑ a, stretchB e i a ⬝ᵥ u a) 0 := by
  have hB : ∑ a, stretchB e i a ⬝ᵥ u a = e i ⬝ᵥ (u (some i) - u none) := by
    rw [Fintype.sum_option]
    simp only [stretchB, neg_dotProduct, smul_dotProduct, smul_eq_mul, ite_mul, one_mul,
      zero_mul, Finset.sum_ite_eq', Finset.mem_univ, if_true, dotProduct_sub]
    ring
  rw [hB]
  generalize u (some i) - u none = d
  -- the squared length is a quadratic polynomial in time
  have hf : ∀ t : ℝ, (l • e i + t • d) ⬝ᵥ (l • e i + t • d)
      = l ^ 2 + t * (2 * l * (e i ⬝ᵥ d)) + t ^ 2 * (d ⬝ᵥ d) := by
    intro t
    simp only [add_dotProduct, dotProduct_add, smul_dotProduct, dotProduct_smul,
      smul_eq_mul, he i, dotProduct_comm d (e i)]
    ring
  simp only [hf]
  have hp : HasDerivAt (fun t : ℝ => l ^ 2 + t * (2 * l * (e i ⬝ᵥ d)) + t ^ 2 * (d ⬝ᵥ d))
      (2 * l * (e i ⬝ᵥ d)) 0 := by
    have h := (((hasDerivAt_id' (0 : ℝ)).mul_const (2 * l * (e i ⬝ᵥ d))).const_add
      (l ^ 2)).fun_add (((hasDerivAt_id' (0 : ℝ)).fun_pow 2).mul_const (d ⬝ᵥ d))
    exact h.congr_deriv (by simp)
  have h0 : l ^ 2 + 0 * (2 * l * (e i ⬝ᵥ d)) + 0 ^ 2 * (d ⬝ᵥ d) = l ^ 2 := by ring
  refine (hp.sqrt (by rw [h0]; positivity)).congr_deriv ?_
  rw [h0, Real.sqrt_sq hl.le]
  exact mul_div_cancel_left₀ _ (by positivity)
```

`hB` reduces the sum over atoms to $e_i\cdot d$. `hf` is the quadratic expansion of the squared length, `hp` differentiates it, and the final lines apply the chain rule for the square root, where $l>0$ keeps the argument away from zero.

## The matrix entries

```lean
/-- The entries of the stretching G matrix are `δ_ij / m_i + e_i · e_j / m0`. -/
theorem wilsonG_apply (m0 : ℝ) (m : n → ℝ) {e : n → Fin 3 → ℝ}
    (he : ∀ i, e i ⬝ᵥ e i = 1) (i j : n) :
    wilsonG m0 m e i j = (if i = j then 1 / m i else 0) + (e i ⬝ᵥ e j) / m0 := by
  -- two different stretches share only the central atom
  have hk : ∑ k, (stretchB e i (some k) ⬝ᵥ stretchB e j (some k)) / m k
      = if i = j then 1 / m i else 0 := by
    rw [Finset.sum_eq_single i]
    · by_cases h : i = j
      · subst h
        simp [stretchB, he]
      · simp [stretchB, h]
    · intro k _ hk
      simp [stretchB, hk]
    · simp
  rw [wilsonG, Matrix.of_apply, Fintype.sum_option]
  simp only [atomMass]
  rw [hk]
  simp only [stretchB, neg_dotProduct, dotProduct_neg, neg_neg]
  exact add_comm _ _
```

`Fintype.sum_option` splits off the central atom. The auxiliary statement `hk` evaluates the ligand sum: only `k = i` can survive, and it does so only when `i = j`. The central term has two minus signs, which cancel.

## The determinant for any number of ligands

The main theorem states both forms of the identity, for positive masses and unit bond directions. The directions need not be distinct or span space. The theorem concerns the stretches at one fixed geometry; angle bends and their coupling to the stretches are not included.

```lean
/-- The determinant of the stretching G matrix, for any number of ligands, is given by a
three-by-three determinant; the second form is cleared of denominators. -/
theorem det_wilsonG {m0 : ℝ} (hm0 : 0 < m0) {m : n → ℝ} (hm : ∀ i, 0 < m i)
    {e : n → Fin 3 → ℝ} (he : ∀ i, e i ⬝ᵥ e i = 1) :
    (wilsonG m0 m e).det = (1 + (1 / m0) • ligandTensor m e).det / ∏ i, m i ∧
    m0 ^ 3 * (∏ i, m i) * (wilsonG m0 m e).det
      = (m0 • (1 : Matrix (Fin 3) (Fin 3) ℝ) + ligandTensor m e).det := by
  let E : Matrix n (Fin 3) ℝ := Matrix.of e
  -- multiplying by the ligand masses leaves the identity plus a product through 3-space
  have h1 : Matrix.diagonal m * wilsonG m0 m e
      = 1 + (Matrix.diagonal m * E) * ((1 / m0) • Eᵀ) := by
    ext i j
    have hi := (hm i).ne'
    rw [Matrix.diagonal_mul, wilsonG_apply m0 m he, Matrix.add_apply, Matrix.one_apply,
      Matrix.mul_apply, mul_add]
    congr 1
    · split_ifs
      · exact mul_one_div_cancel hi
      · exact mul_zero _
    · simp only [Matrix.diagonal_mul, Matrix.smul_apply, Matrix.transpose_apply, E,
        Matrix.of_apply, smul_eq_mul, dotProduct, Fin.sum_univ_three]
      ring
  have h2 : ((1 / m0) • Eᵀ) * (Matrix.diagonal m * E) = (1 / m0) • ligandTensor m e := by
    rw [Matrix.smul_mul]
    congr 1
    ext a b
    rw [Matrix.mul_apply, ligandTensor, Matrix.sum_apply]
    refine Finset.sum_congr rfl fun i _ => ?_
    rw [Matrix.diagonal_mul]
    simp only [Matrix.transpose_apply, E, Matrix.of_apply, Matrix.smul_apply,
      Matrix.vecMulVec_apply, smul_eq_mul]
    ring
  -- exchange the two factors inside the determinant
  have h3 := congrArg Matrix.det h1
  rw [Matrix.det_mul, Matrix.det_diagonal, Matrix.det_one_add_mul_comm, h2] at h3
  constructor
  · rw [eq_div_iff (Finset.prod_pos fun i _ => hm i).ne', mul_comm]
    exact h3
  · have h4 : m0 • (1 : Matrix (Fin 3) (Fin 3) ℝ) + ligandTensor m e
        = m0 • (1 + (1 / m0) • ligandTensor m e) := by
      rw [smul_add, smul_smul, mul_one_div_cancel hm0.ne', one_smul]
    rw [h4, Matrix.det_smul, Fintype.card_fin, ← h3]
    ring
```

`h1` is the factorisation $DG=1+AB$, checked entry by entry, and `h2` is $BA=T/M$. In `h3`, the determinant of `h1` is taken and `Matrix.det_one_add_mul_comm` exchanges the factors, which is the step from $n$ dimensions to three. Dividing by the product of the masses gives the first form. For the second, `h4` takes `m0` out of the 3×3 matrix, and `Matrix.det_smul` turns it into `m0 ^ 3`.

## Positive definiteness

The statement is the inequality $x^{\mathsf T}Gx>0$ for every non-zero real vector `x`.

```lean
/-- The stretching G matrix of a star molecule is positive definite. -/
theorem wilsonG_pos {m0 : ℝ} (hm0 : 0 < m0) {m : n → ℝ} (hm : ∀ i, 0 < m i)
    {e : n → Fin 3 → ℝ} (he : ∀ i, e i ⬝ᵥ e i = 1) {x : n → ℝ} (hx : x ≠ 0) :
    0 < x ⬝ᵥ (wilsonG m0 m e *ᵥ x) := by
  have hs : (∑ i, x i • e i) ⬝ᵥ (∑ j, x j • e j)
      = ∑ i, ∑ j, x i * (x j * (e i ⬝ᵥ e j)) := by
    rw [sum_dotProduct]
    refine Finset.sum_congr rfl fun i _ => ?_
    rw [dotProduct_sum]
    refine Finset.sum_congr rfl fun j _ => ?_
    rw [smul_dotProduct, dotProduct_smul, smul_eq_mul, smul_eq_mul]
  -- ligand part plus recoil of the central atom
  have hq : x ⬝ᵥ (wilsonG m0 m e *ᵥ x) = ∑ i, x i ^ 2 / m i
      + ((∑ i, x i • e i) ⬝ᵥ (∑ j, x j • e j)) / m0 := by
    rw [hs, Finset.sum_div, ← Finset.sum_add_distrib]
    change ∑ i, x i * ∑ j, wilsonG m0 m e i j * x j = _
    refine Finset.sum_congr rfl fun i _ => ?_
    simp only [wilsonG_apply m0 m he, add_mul, Finset.sum_add_distrib, ite_mul, zero_mul,
      Finset.sum_ite_eq, Finset.mem_univ, if_true, mul_add, Finset.mul_sum, Finset.sum_div]
    congr 1
    · ring
    · exact Finset.sum_congr rfl fun j _ => by ring
  obtain ⟨i, hi⟩ := Function.ne_iff.mp hx
  have hi' : x i ≠ 0 := hi
  have h1 : 0 < ∑ i, x i ^ 2 / m i :=
    Finset.sum_pos' (fun k _ => div_nonneg (sq_nonneg _) (hm k).le)
      ⟨i, Finset.mem_univ i, div_pos (by positivity) (hm i)⟩
  have h2 : 0 ≤ (∑ i, x i • e i) ⬝ᵥ (∑ j, x j • e j) :=
    Finset.sum_nonneg fun k _ => mul_self_nonneg _
  rw [hq]
  exact add_pos_of_pos_of_nonneg h1 (div_nonneg h2 hm0.le)
```

`hs` expands the squared norm of $\sum_i x_ie_i$ as a double sum, and `hq` is the decomposition into a ligand part and the recoil of the centre. A non-zero component of `x` makes the ligand part strictly positive (`h1`), while the recoil is non-negative (`h2`).

## Triatomic, isotropic and octahedral molecules

With two ligands, `e 0 ⬝ᵥ e 1` is $\cos\theta$, and the code writes $\sin^2\theta$ as `1 - (e 0 ⬝ᵥ e 1) ^ 2`. The proof expands the 2×2 determinant directly from the entries. Linear molecules are included.

```lean
/-- The stretching determinant of a triatomic molecule in terms of the three masses and the
cosine `e 0 ⬝ᵥ e 1` of the bond angle. -/
theorem det_triatomic {m0 : ℝ} (hm0 : 0 < m0) {m : Fin 2 → ℝ} (hm : ∀ i, 0 < m i)
    {e : Fin 2 → Fin 3 → ℝ} (he : ∀ i, e i ⬝ᵥ e i = 1) :
    (wilsonG m0 m e).det = (m0 * (m0 + m 0 + m 1) + m 0 * m 1 * (1 - (e 0 ⬝ᵥ e 1) ^ 2))
      / (m0 ^ 2 * m 0 * m 1) := by
  have h0 := (hm 0).ne'
  have h1 := (hm 1).ne'
  have h2 := hm0.ne'
  have h01 : (0 : Fin 2) ≠ 1 := by decide
  rw [Matrix.det_fin_two]
  simp only [wilsonG_apply m0 m he, he, if_true, if_neg h01, if_neg h01.symm,
    dotProduct_comm (e 1) (e 0)]
  field_simp
  ring
```

The isotropic case assumes that $T$ is some multiple `c` of the identity. The trace computation `ht` determines `c`, and the second form of the main theorem does the rest. The ligand masses may differ, provided that the weighted sum is still isotropic.

```lean
/-- If the mass-weighted tensor of the bond directions is isotropic, the stretching determinant
depends only on the masses. -/
theorem det_isotropic {m0 : ℝ} (hm0 : 0 < m0) {m : n → ℝ} (hm : ∀ i, 0 < m i)
    {e : n → Fin 3 → ℝ} (he : ∀ i, e i ⬝ᵥ e i = 1) {c : ℝ}
    (hc : ligandTensor m e = c • (1 : Matrix (Fin 3) (Fin 3) ℝ)) :
    (wilsonG m0 m e).det = (m0 + (∑ i, m i) / 3) ^ 3 / (m0 ^ 3 * ∏ i, m i) := by
  -- the trace fixes the isotropic constant
  have ht : ∑ i, m i = c * 3 := by
    have h := congrArg Matrix.trace hc
    simpa [ligandTensor, Matrix.trace_sum, Matrix.trace_smul, Matrix.trace_vecMulVec, he]
      using h
  have hP : 0 < ∏ i, m i := Finset.prod_pos fun i _ => hm i
  have h := (det_wilsonG hm0 hm he).2
  rw [hc, ← add_smul, Matrix.det_smul, Matrix.det_one, Fintype.card_fin, mul_one] at h
  rw [eq_div_iff (by positivity), ht, mul_div_cancel_right₀ c (by norm_num : (3 : ℝ) ≠ 0),
    ← h]
  ring
```

The octahedron is given by explicit coordinates.

```lean
/-- The six bond directions of an octahedral molecule. -/
def octahedron : Fin 6 → Fin 3 → ℝ :=
  ![![1, 0, 0], ![-1, 0, 0], ![0, 1, 0], ![0, -1, 0], ![0, 0, 1], ![0, 0, -1]]
```

For six equal ligands the isotropy is proved, not assumed: `he` checks the six unit lengths and `hc` the nine entries of $T$. The isotropic formula then applies with $\tfrac13\cdot6\mu=2\mu$.

```lean
/-- The stretching determinant of an octahedral molecule with six equal ligands of mass `μ`. -/
theorem det_octahedron {m0 μ : ℝ} (hm0 : 0 < m0) (hμ : 0 < μ) :
    (wilsonG m0 (fun _ => μ) octahedron).det = (m0 + 2 * μ) ^ 3 / (m0 ^ 3 * μ ^ 6) := by
  have he : ∀ i, octahedron i ⬝ᵥ octahedron i = 1 := by
    intro i
    fin_cases i <;> simp [octahedron, dotProduct, Fin.sum_univ_succ]
  have hc : ligandTensor (fun _ => μ) octahedron
      = (2 * μ) • (1 : Matrix (Fin 3) (Fin 3) ℝ) := by
    ext a b
    rw [ligandTensor, Matrix.sum_apply]
    simp only [Matrix.smul_apply, Matrix.vecMulVec_apply, smul_eq_mul]
    fin_cases a <;> fin_cases b <;>
      simp [octahedron, Fin.sum_univ_succ] <;> ring
  rw [det_isotropic hm0 (fun _ => hμ) he hc]
  simp only [Finset.sum_const, Finset.prod_const, Finset.card_univ, Fintype.card_fin,
    nsmul_eq_mul]
  congr 2
  push_cast
  ring

end

end StarMoleculeG
```

```lean
#print axioms StarMoleculeG.hasDerivAt_bondLength
-- 'StarMoleculeG.hasDerivAt_bondLength' depends on axioms: [propext, Classical.choice, Quot.sound]
#print axioms StarMoleculeG.wilsonG_pos
-- 'StarMoleculeG.wilsonG_pos' depends on axioms: [propext, Classical.choice, Quot.sound]
#print axioms StarMoleculeG.det_triatomic
-- 'StarMoleculeG.det_triatomic' depends on axioms: [propext, Classical.choice, Quot.sound]
#print axioms StarMoleculeG.det_octahedron
-- 'StarMoleculeG.det_octahedron' depends on axioms: [propext, Classical.choice, Quot.sound]
```
